# In finite dimension, the ground-state energy of H − μN is concave in μ and ⟨N⟩ never falls as μ rises

## One orbital that is empty or filled

Take a single spinless orbital of energy $\varepsilon$. Its state space is spanned by the empty state and the filled state, with $N = \mathrm{diag}(0,1)$ and $H = \varepsilon N$. A unit vector that is filled with probability $p$ has

$$\langle H - \mu N\rangle = p\,(\varepsilon - \mu).$$

For fixed $p$ this is a straight line in the chemical potential $\mu$, with slope $-p = -\langle N\rangle$. The ground-state energy is the lowest of these lines at each $\mu$, namely $\min(0,\ \varepsilon-\mu)$. It is flat up to $\mu = \varepsilon$ and then descends with slope $-1$, so it is concave. The ground state has $\langle N\rangle = 0$ to the left of $\varepsilon$ and $\langle N\rangle = 1$ to the right. At $\mu = \varepsilon$ every unit vector minimises the energy, and $\langle N\rangle$ can take any value from 0 to 1. For a fermion, the vectors with a value strictly between 0 and 1 superpose even and odd particle numbers and are not physically admissible pure states; a statistical mixture of the empty and filled states gives the same averages.

The general case works in the same way: each state contributes a line whose slope is minus its particle number, and the ground-state energy is the lower envelope of the lines. The operators $H$ and $N$ need not commute.

## Fitting the electron number of a fragment

In density matrix embedding theory (DMET), a fragment is solved together with a small bath. The electron numbers found on the fragments need not add up to the number in the whole system, so a chemical potential is applied to the fragment orbitals and adjusted until they do. Here $H$ is the impurity Hamiltonian and $N$ counts electrons on the fragment only. Hopping between fragment and bath generally prevents the two from commuting.

A small example has one electron shared between a fragment orbital and a bath orbital of equal energy, with hopping amplitude $-\tau$ and $\tau>0$. In the basis (fragment, bath),

$$H-\mu N=\begin{pmatrix}-\mu & -\tau\\ -\tau & 0\end{pmatrix},\qquad
\langle N\rangle = \frac12+\frac{\mu}{2\sqrt{\mu^2+4\tau^2}}$$

in the ground state. The occupation now rises smoothly instead of jumping.

In a calculation, one subtracts $\mu$ from the diagonal of the fragment block of the one-electron Hamiltonian, solves the impurity problem, takes the trace of the fragment block of the one-particle density matrix, and sums over fragments. If that sum is below the target, $\mu$ is raised; if above, lowered. For exact ground states in a finite basis, with impurity Hamiltonians held fixed during the search, each term of the sum is nondecreasing in $\mu$, which justifies this direction of correction. Bisection started from values of $\mu$ on either side then closes in on the point where the sum crosses the target, although the sum may jump past the target there. If the bath is rebuilt whenever $\mu$ changes, $H$ changes too and the argument no longer applies.

## What is stated, and for which operators

Let $E$ be a complex inner-product space, and let $H$ and $N$ be linear operators on it. Write $\langle A\rangle_x = \operatorname{Re}\langle x, Ax\rangle$; this is `expect A x`. If $A$ is symmetric, the full expectation value is real and equals `expect A x`, by `expect_eq_inner`. This covers the physical case. The other theorems do not assume symmetry, since they only compare real parts.

The remaining definitions are these:

- `grand H N μ` is $H-\mu N$, with $\mu$ a real number and the sign chosen so that a larger $\mu$ favours more particles.
- `groundEnergy H N μ` is the infimum $g(\mu)$ of $\langle H-\mu N\rangle_x$ over the unit sphere. On unit vectors the expectation value is the Rayleigh quotient.
- `IsGroundState H N μ x` says that $x$ has norm 1 and that no unit vector has a lower expectation value of $H-\mu N$. It is a variational condition and does not mention eigenvectors.

The three main results then read as follows.

1. `groundEnergy_concave`: if $E$ is finite-dimensional and nonzero, $g$ is concave on the whole real line.
2. `number_monotone`: if $\mu_1<\mu_2$ and $x_1$, $x_2$ are ground states at these values, then $\langle N\rangle_{x_1}\le\langle N\rangle_{x_2}$.
3. `groundState_minimises_at_fixed_number`: if $x$ is a ground state at some $\mu$ and $\langle N\rangle_x=n$, then $\langle H\rangle_x\le\langle H\rangle_y$ for every unit vector $y$ with $\langle N\rangle_y=n$.

The second and third assume no finite dimension, because the ground states are given. Nothing in the code makes $N$ a number operator, so $N$ may equally be any other observable coupled linearly to a real parameter. The constraint in the third result concerns the average of $N$; the competing states need not be eigenstates of $N$. The theorems do not supply a $\mu$ for a prescribed $n$, and they concern pure states at zero temperature.

## Lines, trial states and an exchange

**Reality and linearity.** If $A$ is symmetric, then $\overline{\langle x,Ax\rangle}=\langle Ax,x\rangle=\langle x,Ax\rangle$, so the expectation value is real. For any $H$, $N$ and real $\mu$, taking real parts of $\langle x,(H-\mu N)x\rangle=\langle x,Hx\rangle-\mu\langle x,Nx\rangle$ gives

$$\langle H-\mu N\rangle_x=\langle H\rangle_x-\mu\langle N\rangle_x .$$

**Existence.** In a nonzero finite-dimensional space the unit sphere is nonempty and compact, and the expectation value is continuous on it. A minimiser therefore exists, and its expectation value is $g(\mu)$.

**Tangent line.** Let $x$ be a ground state at $\mu$, and use it as a trial state at $\nu$:

$$g(\nu)\le\langle H\rangle_x-\nu\langle N\rangle_x
= g(\mu)-(\nu-\mu)\langle N\rangle_x .$$

**Concavity.** Let $s,t\ge0$ with $s+t=1$, put $m=sa+tb$, and let $x$ be a ground state at $m$. Apply the tangent bound at $a$ and at $b$, and add with weights $s$ and $t$:

$$s\,g(a)+t\,g(b)\le g(m)-\big[s(a-m)+t(b-m)\big]\langle N\rangle_x=g(m),$$

since the bracket is $sa+tb-m=0$.

**Monotone particle number.** Each ground state is a trial state for the other problem:

$$\langle H\rangle_{x_1}-\mu_1\langle N\rangle_{x_1}\le\langle H\rangle_{x_2}-\mu_1\langle N\rangle_{x_2},$$
$$\langle H\rangle_{x_2}-\mu_2\langle N\rangle_{x_2}\le\langle H\rangle_{x_1}-\mu_2\langle N\rangle_{x_1}.$$

Adding them cancels $\langle H\rangle$ and leaves $(\mu_2-\mu_1)(\langle N\rangle_{x_1}-\langle N\rangle_{x_2})\le0$. The first factor is positive, so the second is not.

**Fixed number.** If $\langle N\rangle_x=\langle N\rangle_y=n$, the ground-state inequality reads $\langle H\rangle_x-\mu n\le\langle H\rangle_y-\mu n$, and $\mu n$ cancels.

**Equal numbers.** Suppose $x_1$ and $x_2$ are ground states at $\mu_1$ and $\mu_2$ with the same value $n$ of $\langle N\rangle$. The fixed-number result gives $\langle H\rangle_{x_1}\le\langle H\rangle_{x_2}$. Hence, for every unit vector $y$,

$$\langle H\rangle_{x_1}-\mu_2 n\le\langle H\rangle_{x_2}-\mu_2 n\le\langle H\rangle_y-\mu_2\langle N\rangle_y,$$

and $x_1$ is also a ground state at $\mu_2$.

**Slope.** Let $x$ be a ground state at $\mu$, and suppose $g$ has derivative $d$ there. By the tangent bound, $g(\nu)+(\nu-\mu)\langle N\rangle_x$ is largest at $\nu=\mu$. Its derivative there vanishes, so $d=-\langle N\rangle_x$. All ground states at such a $\mu$ therefore share one value of $\langle N\rangle$.

## An excited state can lose particles as μ rises

The monotonicity depends on both states being minimisers. Return to the single orbital and follow the upper level instead of the lower one. For $\mu<\varepsilon$ the upper level is the filled state, with $\langle N\rangle=1$. For $\mu>\varepsilon$ it is the empty state, with $\langle N\rangle=0$. The particle number has fallen while $\mu$ rose. A solver that converges to an excited state at one step of the search can therefore send the next correction of $\mu$ in the wrong direction.

## The complete Lean file

```lean
import Mathlib

open scoped InnerProductSpace

namespace ChemicalPotentialFitting

noncomputable section

variable {E : Type*} [NormedAddCommGroup E] [InnerProductSpace ℂ E]

/-- The real part of `⟪x, A x⟫`. For a unit vector `x` this is the real part of the expectation
value of `A`. -/
def expect (A : E →ₗ[ℂ] E) (x : E) : ℝ := (⟪x, A x⟫_ℂ).re

/-- The operator `H - μ N`, for linear operators `H` and `N` and a real number `μ`. -/
def grand (H N : E →ₗ[ℂ] E) (μ : ℝ) : E →ₗ[ℂ] E := H - (μ : ℂ) • N

/-- The infimum of the expectation value of `H - μ N` over unit vectors. -/
def groundEnergy (H N : E →ₗ[ℂ] E) (μ : ℝ) : ℝ :=
  sInf (expect (grand H N μ) '' Metric.sphere (0 : E) 1)

/-- The state `x` is a unit vector that minimises the expectation value of `H - μ N`
among unit vectors. -/
def IsGroundState (H N : E →ₗ[ℂ] E) (μ : ℝ) (x : E) : Prop :=
  ‖x‖ = 1 ∧ ∀ y : E, ‖y‖ = 1 → expect (grand H N μ) x ≤ expect (grand H N μ) y

/-- For a symmetric operator the expectation value is real, so `expect` is all of it. -/
theorem expect_eq_inner {A : E →ₗ[ℂ] E} (hA : A.IsSymmetric) (x : E) :
    (expect A x : ℂ) = ⟪x, A x⟫_ℂ := by
  refine Complex.conj_eq_iff_re.mp ?_
  rw [inner_conj_symm]
  exact hA x x

/-- The expectation value of `H - μ N` is `⟨H⟩ - μ ⟨N⟩`. -/
theorem expect_grand (H N : E →ₗ[ℂ] E) (μ : ℝ) (x : E) :
    expect (grand H N μ) x = expect H x - μ * expect N x := by
  simp only [expect, grand, LinearMap.sub_apply, LinearMap.smul_apply, inner_sub_right,
    inner_smul_right, Complex.sub_re, Complex.re_ofReal_mul]

/-- In a nonzero finite-dimensional state space a ground state exists at every
chemical potential. -/
theorem exists_groundState [FiniteDimensional ℂ E] [Nontrivial E]
    (H N : E →ₗ[ℂ] E) (μ : ℝ) : ∃ x, IsGroundState H N μ x := by
  have : ProperSpace E := FiniteDimensional.proper ℂ E
  -- the unit sphere is nonempty and compact, and the expectation value is continuous
  have hne : (Metric.sphere (0 : E) 1).Nonempty := by
    obtain ⟨v, hv⟩ := exists_ne (0 : E)
    exact ⟨((‖v‖⁻¹ : ℝ) : ℂ) • v, by simp [norm_smul, hv]⟩
  have hA : Continuous (grand H N μ) := LinearMap.continuous_of_finiteDimensional _
  have hi : Continuous fun x : E => ⟪x, grand H N μ x⟫_ℂ :=
    continuous_inner.comp (continuous_id.prodMk hA)
  have hc : Continuous (expect (grand H N μ)) := Complex.continuous_re.comp hi
  obtain ⟨x, hx, hmin⟩ := (isCompact_sphere (0 : E) 1).exists_isMinOn hne hc.continuousOn
  exact ⟨x, mem_sphere_zero_iff_norm.mp hx,
    fun y hy => hmin (mem_sphere_zero_iff_norm.mpr hy)⟩

/-- The ground-state energy is the expectation value of `H - μ N` in any ground state. -/
theorem groundEnergy_eq {H N : E →ₗ[ℂ] E} {μ : ℝ} {x : E} (h : IsGroundState H N μ x) :
    groundEnergy H N μ = expect (grand H N μ) x := by
  have hl : IsLeast (expect (grand H N μ) '' Metric.sphere (0 : E) 1)
      (expect (grand H N μ) x) := by
    refine ⟨⟨x, mem_sphere_zero_iff_norm.mpr h.1, rfl⟩, ?_⟩
    rintro _ ⟨y, hy, rfl⟩
    exact h.2 y (mem_sphere_zero_iff_norm.mp hy)
  exact hl.csInf_eq

/-- In finite dimension, the line through the ground-state energy at `μ` with slope `-⟨N⟩`, taken in
a ground state at `μ`, lies nowhere below the ground-state energy curve. -/
theorem groundEnergy_le_tangent [FiniteDimensional ℂ E] {H N : E →ₗ[ℂ] E} {μ : ℝ} {x : E}
    (h : IsGroundState H N μ x) (ν : ℝ) :
    groundEnergy H N ν ≤ groundEnergy H N μ - (ν - μ) * expect N x := by
  have hx : x ≠ 0 := by
    intro h0
    have h1 := h.1
    simp [h0] at h1
  have : Nontrivial E := ⟨⟨x, 0, hx⟩⟩
  obtain ⟨y, hy⟩ := exists_groundState H N ν
  -- use the ground state at `μ` as a trial state at `ν`
  have htrial := hy.2 x h.1
  rw [groundEnergy_eq hy, groundEnergy_eq h]
  rw [expect_grand H N ν x] at htrial
  rw [expect_grand H N μ x]
  linarith

/-- In a nonzero finite-dimensional state space, the ground-state energy of `H - μ N` is a concave
function of `μ`. -/
theorem groundEnergy_concave [FiniteDimensional ℂ E] [Nontrivial E] (H N : E →ₗ[ℂ] E) :
    ConcaveOn ℝ Set.univ (groundEnergy H N) := by
  refine ⟨convex_univ, ?_⟩
  intro a _ b _ s t hs ht hst
  change s * groundEnergy H N a + t * groundEnergy H N b ≤ groundEnergy H N (s * a + t * b)
  -- average the tangent bound taken at the intermediate chemical potential
  obtain ⟨x, hx⟩ := exists_groundState H N (s * a + t * b)
  have ha := mul_le_mul_of_nonneg_left (groundEnergy_le_tangent hx a) hs
  have hb := mul_le_mul_of_nonneg_left (groundEnergy_le_tangent hx b) ht
  generalize groundEnergy H N (s * a + t * b) = g at *
  obtain rfl : t = 1 - s := by linarith
  linarith

/-- Ground states at `μ₁ < μ₂` satisfy `⟨N⟩₁ ≤ ⟨N⟩₂`. -/
theorem number_monotone {H N : E →ₗ[ℂ] E} {μ₁ μ₂ : ℝ} {x₁ x₂ : E} (hμ : μ₁ < μ₂)
    (h₁ : IsGroundState H N μ₁ x₁) (h₂ : IsGroundState H N μ₂ x₂) :
    expect N x₁ ≤ expect N x₂ := by
  -- each ground state serves as a trial state for the other problem
  have e₁ := h₁.2 x₂ h₂.1
  have e₂ := h₂.2 x₁ h₁.1
  simp only [expect_grand] at e₁ e₂
  by_contra hc
  have hp := mul_pos (sub_pos.mpr hμ) (sub_pos.mpr (not_le.mp hc))
  linarith

/-- A ground state of `H - μ N` with `⟨N⟩ = n` minimises `⟨H⟩` among all unit vectors
with `⟨N⟩ = n`. -/
theorem groundState_minimises_at_fixed_number {H N : E →ₗ[ℂ] E} {μ n : ℝ} {x : E}
    (h : IsGroundState H N μ x) (hn : expect N x = n) :
    ∀ y : E, ‖y‖ = 1 → expect N y = n → expect H x ≤ expect H y := by
  intro y hy hyn
  have e := h.2 y hy
  rw [expect_grand, expect_grand, hn, hyn] at e
  linarith

/-- If ground states at two chemical potentials have the same `⟨N⟩`, then the first is also
a ground state at the second chemical potential. -/
theorem groundState_of_equal_number {H N : E →ₗ[ℂ] E} {μ₁ μ₂ : ℝ} {x₁ x₂ : E}
    (h₁ : IsGroundState H N μ₁ x₁) (h₂ : IsGroundState H N μ₂ x₂)
    (hn : expect N x₁ = expect N x₂) : IsGroundState H N μ₂ x₁ := by
  refine ⟨h₁.1, fun y hy => ?_⟩
  have e₁ := groundState_minimises_at_fixed_number h₁ hn x₂ h₂.1 rfl
  have e₂ := h₂.2 y hy
  rw [expect_grand H N μ₂ x₂, ← hn] at e₂
  rw [expect_grand H N μ₂ x₁]
  linarith

/-- In finite dimension, where the ground-state energy is differentiable in `μ`, its derivative is
`-⟨N⟩` in every ground state. -/
theorem deriv_groundEnergy [FiniteDimensional ℂ E] {H N : E →ₗ[ℂ] E} {μ d : ℝ} {x : E}
    (h : IsGroundState H N μ x) (hd : HasDerivAt (groundEnergy H N) d μ) :
    d = -expect N x := by
  -- up to a constant, this is the energy minus its tangent line; it is maximal at `μ`
  have hmax : IsLocalMax (fun ν => groundEnergy H N ν + (ν - μ) * expect N x) μ := by
    refine Filter.Eventually.of_forall fun ν => ?_
    change groundEnergy H N ν + (ν - μ) * expect N x
      ≤ groundEnergy H N μ + (μ - μ) * expect N x
    have ht := groundEnergy_le_tangent h ν
    linarith
  have hder : HasDerivAt (fun ν => groundEnergy H N ν + (ν - μ) * expect N x)
      (d + 1 * expect N x) μ :=
    hd.fun_add (((hasDerivAt_id' μ).sub_const μ).mul_const (expect N x))
  have hz := hmax.hasDerivAt_eq_zero hder
  linarith

end

end ChemicalPotentialFitting
```

```lean
#print axioms ChemicalPotentialFitting.groundEnergy_concave
-- 'ChemicalPotentialFitting.groundEnergy_concave' depends on axioms: [propext, Classical.choice, Quot.sound]
#print axioms ChemicalPotentialFitting.number_monotone
-- 'ChemicalPotentialFitting.number_monotone' depends on axioms: [propext, Classical.choice, Quot.sound]
#print axioms ChemicalPotentialFitting.groundState_of_equal_number
-- 'ChemicalPotentialFitting.groundState_of_equal_number' depends on axioms: [propext, Classical.choice, Quot.sound]
#print axioms ChemicalPotentialFitting.deriv_groundEnergy
-- 'ChemicalPotentialFitting.deriv_groundEnergy' depends on axioms: [propext, Classical.choice, Quot.sound]
```

## How the proof follows the derivation

`expect_eq_inner` uses the criterion that a complex number equal to its conjugate is equal to its real part. After `inner_conj_symm` has swapped the two arguments of the inner product, the symmetry hypothesis closes the goal. `expect_grand` is the linearity step, and the later energy comparisons use it to separate $\langle H\rangle$ from $\mu\langle N\rangle$.

`exists_groundState` builds a unit vector by normalising a nonzero one, obtains continuity of the operator from finite dimension, and applies the extreme value theorem through `exists_isMinOn`. `groundEnergy_eq` shows that the expectation value in a ground state is the least element of the set whose infimum defines `groundEnergy`. This turns statements about an infimum into statements about a particular vector.

In `groundEnergy_le_tangent`, the given ground state has norm 1, so it is nonzero and the space is nontrivial. A ground state `y` at `ν` therefore exists, and `htrial` is the inequality obtained by using `x` as a trial state there. Once both energies are written as expectation values, `linarith` finishes the algebra.

`groundEnergy_concave` takes a ground state at the intermediate chemical potential and multiplies the two tangent bounds by the nonnegative weights, giving `ha` and `hb`. The `generalize` step replaces the energy at the intermediate point by a single letter, `g`. Substituting `t = 1 - s` then makes the bracket from the derivation vanish, and `linarith` adds the two bounds.

`number_monotone` names the two exchange inequalities `e₁` and `e₂`. It argues by contradiction: if $\langle N\rangle_{x_1}$ were larger than $\langle N\rangle_{x_2}$, the product `hp` of two positive differences would be positive, whereas the sum of `e₁` and `e₂` says that it is not.

`groundState_minimises_at_fixed_number` rewrites both particle numbers to `n` and cancels the common term. `groundState_of_equal_number` applies that theorem to compare $\langle H\rangle$ in the two ground states, then chains the result with the minimality of `x₂`.

`deriv_groundEnergy` records the maximum as `hmax` and computes the derivative of the same function as `hder`. The theorem that a derivative vanishes at a local maximum gives `d + 1 * expect N x = 0`, which is the slope formula. Differentiability enters as the hypothesis `hd`; the single orbital at $\mu=\varepsilon$ shows that it can fail.
